# The original sample is the unique most probable bootstrap resample up to order, for equally likely draws

Q: I have three blocks of a quantum Monte Carlo run and want a bootstrap error bar on a reweighted energy, $\theta=\sum_i A_i/\sum_i B_i$, where $A_i$ and $B_i>0$ are the sums of numerator and denominator in block $i=0,1,2$. With so few blocks I don't draw random numbers. I list the resamples up to order, evaluate
$$\theta(m)=\frac{\sum_i m(i)A_i}{\sum_i m(i)B_i},$$
where $m(i)$ is the number of times block $i$ was drawn, and take the square root of the weighted variance of these values as the error bar. What are the weights?

A: For $n$ draws from $n$ blocks, the weight of $m$ is
$$P(m)=\frac{n!}{n^n\prod_i m(i)!},\qquad \sum_i m(i)=n.$$
For $n=3$ there are ten cases. The original sample $(1,1,1)$ has weight $6/27$, each of the six arrangements of $(2,1,0)$ has $3/27$, and each of the three arrangements of $(3,0,0)$ has $1/27$. These add up to one.

Q: Derive the count for me.

A: Let $N_n(m)$ be the number of ordered lists of $n$ draws with multiplicities $m$. I claim that $N_n(m)\prod_j m(j)!=n!$ whenever $\sum_j m(j)=n$. For $n=0$ all $m(j)$ vanish, there is one empty list, and both sides are 1.

For $n+1$ draws, sort the lists by their first draw $i$. If $m(i)=0$, there are none. Otherwise the other $n$ draws must supply $m'$, which equals $m$ except that $m'(i)=m(i)-1$. Since $\prod_j m(j)!=m(i)\prod_j m'(j)!$, the induction hypothesis gives
$$N_n(m')\prod_j m(j)!=m(i)\,n!.$$
Summing over $i$ gives $(n+1)\,n!=(n+1)!$. Dividing the count by the $n^n$ equally likely lists gives $P(m)$.

Q: And why does the original sample win?

A: Its factorials are all 1, so $P(1,\dots,1)=n!/n^n$, and $P(m)=P(1,\dots,1)/\prod_i m(i)!$. If no $m(i)$ exceeded 1, then $n$ numbers, each at most 1, would sum to $n$, so all would equal 1. Any other admissible $m$ therefore has some $m(i)\ge2$. Its product of factorials is at least 2, and its probability is at most half that of the original. With one block doubled and one omitted, the product is $2!\,0!=2$, and the ratio is exactly one half.

Q: Now the formal version. What is a resample there?

A: A function from draws to items. The items form a finite type `ι`, and the draws are numbered by `Fin n`, that is, from 0 to $n-1$.

```lean
import Mathlib

open Finset
open scoped Nat

namespace BootstrapComposition

variable {ι : Type*} [Fintype ι] [DecidableEq ι]
```

The multiplicity of an item counts the draws that return it.

```lean
/-- The number of draws of the resample `f` that return item `i`. -/
def multiplicity {n : ℕ} (f : Fin n → ι) (i : ι) : ℕ :=
  (univ.filter (fun k => f k = i)).card
```

Next come all the ordered resamples with prescribed multiplicities.

```lean
/-- The ordered resamples of `n` draws in which each item `i` occurs `m i` times. -/
def resamplesWith (n : ℕ) (m : ι → ℕ) : Finset (Fin n → ι) :=
  univ.filter (fun f => multiplicity f = m)
```

For the probability, the items are `Fin n` as well, so there are as many draws as items.

```lean
/-- The probability that a bootstrap resample of `n` items has multiplicities `m`,
all ordered resamples being equally likely. -/
noncomputable def compositionProb (n : ℕ) (m : Fin n → ℕ) : ℝ :=
  ((resamplesWith n m).card : ℝ) / (Fintype.card (Fin n → Fin n) : ℝ)
```

Q: So equal likelihood is put in by hand?

A: Yes, through the division by the number of all functions. It stands for independent draws, each returning every block with probability $1/n$.

Q: The argument `m` is any function to the natural numbers. It needn't even sum to $n$.

A: True, and "composition" is used more loosely here than in combinatorics, where the parts are positive and have a fixed sum. An `m` with the wrong sum is realised by no resample and gets probability zero, because the multiplicities of an actual resample always add up to the number of draws. The proof exchanges the sums over items and draws; each draw then contributes exactly 1.

```lean
/-- The multiplicities of a resample add up to the number of draws. -/
theorem sum_multiplicity {n : ℕ} (f : Fin n → ι) : ∑ i, multiplicity f i = n := by
  simp only [multiplicity, Finset.card_filter]
  rw [Finset.sum_comm]
  simp only [Finset.sum_ite_eq, Finset.mem_univ, if_true, Finset.sum_const,
    Finset.card_univ, Fintype.card_fin, smul_eq_mul, mul_one]
```

Q: Where is the sorting by first draw?

A: It takes two lemmas. The first says that putting a draw of `a` in front raises the multiplicity of `a` by one and changes nothing else.

```lean
omit [Fintype ι] in
/-- Putting one more draw, of item `a`, in front of a resample raises the multiplicity
of `a` by one and leaves the others unchanged. -/
theorem multiplicity_cons {n : ℕ} (a : ι) (g : Fin n → ι) (i : ι) :
    multiplicity (Fin.cons a g : Fin (n + 1) → ι) i
      = multiplicity g i + if a = i then 1 else 0 := by
  unfold multiplicity
  rw [Finset.card_filter, Finset.card_filter, Fin.sum_univ_succ]
  simp only [Fin.cons_zero, Fin.cons_succ]
  exact add_comm _ _
```

The second splits a resample of $n+1$ draws into its first draw and the rest, and so turns the count into a sum over the first item.

```lean
/-- Resamples with given multiplicities can be counted by sorting them according to
the item returned by the first draw. -/
theorem card_resamplesWith_succ (n : ℕ) (m : ι → ℕ) :
    (resamplesWith (n + 1) m).card = ∑ i, (univ.filter (fun g : Fin n → ι =>
      multiplicity (Fin.cons i g : Fin (n + 1) → ι) = m)).card := by
  simp only [resamplesWith, Finset.card_filter]
  rw [← (Fin.consEquiv (fun _ : Fin (n + 1) => ι)).sum_comp, Fintype.sum_prod_type]
  rfl
```

The induction then runs as in the derivation above. The statement `key` says that first draw `i` contributes $m(i)\,n!$ after multiplication by the factorials, with the case $m(i)=0$ treated separately. Inside it, `hset` identifies the remaining draws as those with multiplicities `m'`, and `hprod` extracts the factor $m(i)$.

```lean
/-- Multinomial count: if the multiplicities `m i` sum to the number `n` of draws, the
number of ordered resamples realising them, times the product of the `m i` factorial,
is `n` factorial. -/
theorem card_resamplesWith_mul (n : ℕ) : ∀ m : ι → ℕ, ∑ i, m i = n →
    (resamplesWith n m).card * ∏ i, (m i)! = n ! := by
  induction n with
  | zero =>
    intro m hm
    have h0 : m = 0 := funext fun i => Finset.sum_eq_zero_iff.mp hm i (mem_univ i)
    subst h0
    have hu : resamplesWith 0 (0 : ι → ℕ) = univ := by
      ext f
      simp [resamplesWith, funext_iff, multiplicity]
    rw [hu]
    simp
  | succ n ih =>
    intro m hm
    -- the number of resamples with first draw `i`, times `∏ j, (m j)!`, is `m i * n!`
    have key : ∀ i, (univ.filter (fun g : Fin n → ι =>
        multiplicity (Fin.cons i g : Fin (n + 1) → ι) = m)).card * ∏ j, (m j)!
        = m i * n ! := by
      intro i
      by_cases hi : m i = 0
      · have he : univ.filter (fun g : Fin n → ι =>
            multiplicity (Fin.cons i g : Fin (n + 1) → ι) = m) = ∅ := by
          refine Finset.filter_eq_empty_iff.mpr (fun g _ hg => ?_)
          have h := congrFun hg i
          rw [multiplicity_cons, if_pos rfl, hi] at h
          omega
        rw [he, hi, Finset.card_empty, zero_mul, zero_mul]
      · -- `m'` is what the remaining `n` draws must supply
        obtain ⟨m', hm'⟩ : ∃ m' : ι → ℕ, ∀ j, m j = m' j + if i = j then 1 else 0 := by
          refine ⟨fun j => m j - if i = j then 1 else 0, fun j => ?_⟩
          by_cases hj : i = j
          · subst hj
            simp only [if_true]
            omega
          · simp [hj]
        have hsum : ∑ j, m' j = n := by
          simp only [hm', Finset.sum_add_distrib, Finset.sum_ite_eq, Finset.mem_univ,
            if_true] at hm
          omega
        have hfac : ∀ j, (m j)! = (m' j)! * (if i = j then m i else 1) := by
          intro j
          by_cases hj : i = j
          · subst hj
            have h1 : m i = m' i + 1 := by simpa using hm' i
            rw [if_pos rfl, h1, Nat.factorial_succ, mul_comm]
          · have h1 : m j = m' j := by simpa [hj] using hm' j
            rw [if_neg hj, h1, mul_one]
        have hprod : ∏ j, (m j)! = (∏ j, (m' j)!) * m i := by
          rw [Finset.prod_congr rfl (fun j _ => hfac j), Finset.prod_mul_distrib,
            Finset.prod_ite_eq, if_pos (mem_univ i)]
        have hset : univ.filter (fun g : Fin n → ι =>
            multiplicity (Fin.cons i g : Fin (n + 1) → ι) = m) = resamplesWith n m' := by
          ext g
          simp only [resamplesWith, Finset.mem_filter, Finset.mem_univ, true_and,
            funext_iff, multiplicity_cons, hm', add_left_inj]
        rw [hset, hprod, ← mul_assoc, ih m' hsum, mul_comm]
    rw [card_resamplesWith_succ, Finset.sum_mul, Finset.sum_congr rfl (fun i _ => key i),
      ← Finset.sum_mul, hm, Nat.factorial_succ]
```

Q: Why a product and not the quotient I know?

A: Division of natural numbers in Lean rounds down, and the product form avoids it. This theorem also allows the number of items to differ from the number of draws. The condition on the sum is needed: for two draws and $m=(1,0)$ the formula would promise two resamples, and there are none. In the real numbers the quotient is safe, and your weight appears in its usual form.

```lean
/-- For multiplicities summing to `n`, the bootstrap probability of the composition `m`
is `n! / (n^n ∏ m(i)!)`. -/
theorem compositionProb_eq (n : ℕ) (m : Fin n → ℕ) (hm : ∑ i, m i = n) :
    compositionProb n m = (n ! : ℝ) / ((n : ℝ) ^ n * ∏ i, ((m i)! : ℝ)) := by
  have hP : (∏ i, ((m i)! : ℝ)) ≠ 0 :=
    Finset.prod_ne_zero_iff.mpr fun i _ => Nat.cast_ne_zero.mpr (Nat.factorial_ne_zero _)
  have h : ((resamplesWith n m).card : ℝ) * ∏ i, ((m i)! : ℝ) = (n ! : ℝ) := by
    exact_mod_cast card_resamplesWith_mul n m hm
  rw [← h, mul_div_mul_right _ _ hP, compositionProb, Fintype.card_fun, Fintype.card_fin,
    Nat.cast_pow]
```

Q: "All multiplicities equal to one" is a statement about counts. I want my original data back.

A: You get them back up to order. The multiplicities are all one exactly when the resample is a bijection from draws to blocks, hence a permutation of the original list. In one direction, every block is hit, so the map is surjective, and on a finite set of equal size that makes it bijective. In the other, each block is returned by exactly one draw.

```lean
/-- Every item occurs exactly once in a resample of `n` draws from `n` items if and only
if the resample is a reordering of the original sample. -/
theorem multiplicity_eq_one_iff {n : ℕ} (f : Fin n → Fin n) :
    multiplicity f = (fun _ => 1) ↔ Function.Bijective f := by
  constructor
  · intro h
    refine Finite.surjective_iff_bijective.mp (fun i => ?_)
    obtain ⟨k, hk⟩ := Finset.card_eq_one.mp (congrFun h i)
    have hmem : k ∈ univ.filter (fun k => f k = i) := by
      rw [hk]
      exact Finset.mem_singleton_self k
    exact ⟨k, (Finset.mem_filter.mp hmem).2⟩
  · intro h
    funext i
    obtain ⟨a, ha⟩ := h.2 i
    refine Finset.card_eq_one.mpr ⟨a, ?_⟩
    ext k
    simp only [Finset.mem_filter, Finset.mem_univ, true_and, Finset.mem_singleton]
    exact ⟨fun hk => h.1 (hk.trans ha.symm), fun hk => hk ▸ ha⟩
```

Q: Then the ranking.

A: The factor of two comes first. The proof compares counts. If `m` sums to $n$, it finds an item with `2 ≤ m i` by the contradiction I gave, and since $m(i)!$ divides the product of factorials, that product is at least 2. If the sum is wrong, the count is zero. Division by the common number of resamples finishes it.

```lean
/-- Any composition other than that of the original sample is at most half as probable
as the original one. -/
theorem two_mul_compositionProb_le (n : ℕ) (m : Fin n → ℕ) (hne : m ≠ fun _ => 1) :
    2 * compositionProb n m ≤ compositionProb n (fun _ => 1) := by
  have h1 : (resamplesWith n (fun _ : Fin n => 1)).card = n ! := by
    simpa using card_resamplesWith_mul n (fun _ : Fin n => 1) (by simp)
  have h : 2 * (resamplesWith n m).card ≤ (resamplesWith n (fun _ : Fin n => 1)).card := by
    by_cases hs : ∑ i, m i = n
    · -- some item is drawn at least twice
      obtain ⟨i, hi⟩ : ∃ i, 2 ≤ m i := by
        by_contra hcon
        push Not at hcon
        have hle : ∀ i ∈ (univ : Finset (Fin n)), m i ≤ 1 := fun i _ => by
          have := hcon i
          omega
        have heq := (Finset.sum_eq_sum_iff_of_le hle).mp (by simpa using hs)
        exact hne (funext fun i => heq i (mem_univ i))
      have h2 : 2 ≤ ∏ j, (m j)! :=
        le_trans (Nat.factorial_le hi) (Nat.le_of_dvd
          (Finset.prod_pos fun j _ => Nat.factorial_pos _)
          (Finset.dvd_prod_of_mem (fun j => (m j)!) (mem_univ i)))
      rw [h1, ← card_resamplesWith_mul n m hs, mul_comm]
      exact Nat.mul_le_mul_left _ h2
    · have he : resamplesWith n m = ∅ :=
        Finset.filter_eq_empty_iff.mpr fun f _ hf =>
          hs (by rw [← hf]; exact sum_multiplicity f)
      rw [he, Finset.card_empty]
      exact Nat.zero_le _
  unfold compositionProb
  rw [← mul_div_assoc]
  exact div_le_div_of_nonneg_right (by exact_mod_cast h) (Nat.cast_nonneg _)
```

Strict uniqueness follows because the original composition has positive probability: a number whose double is at most $P(1,\dots,1)>0$ lies strictly below it.

```lean
/-- The original sample, with every item occurring once, is the unique most probable
bootstrap resample up to order. -/
theorem original_unique_most_probable (n : ℕ) (m : Fin n → ℕ) (hne : m ≠ fun _ => 1) :
    compositionProb n m < compositionProb n (fun _ => 1) := by
  have hpos : 0 < compositionProb n (fun _ => 1) := by
    rw [compositionProb_eq n (fun _ => 1) (by simp)]
    have hn : 0 < (n : ℝ) ^ n := by
      rcases Nat.eq_zero_or_pos n with h | h
      · subst h
        simp
      · have : (0 : ℝ) < n := Nat.cast_pos.mpr h
        positivity
    positivity
  linarith [two_mul_compositionProb_le n m hne]
```

Q: So a bootstrap run mostly returns my original data?

A: No. Most probable doesn't mean probable: for ten blocks the original composition has probability $10!/10^{10}\approx 0.00036$. Nor is any ordered list favoured, since each has probability $1/n^n$. The original composition leads because it can be ordered in the most ways.

Q: Is the factor of two the best possible?

A: For two or more items, yes. The last theorem takes distinct items `a` and `b`, doubles the first and omits the second, and obtains equality. The proof checks that these multiplicities sum to $n$ and that their factorials multiply to 2, then inserts both into the probability formula.

```lean
/-- Doubling one item `a` at the expense of another item `b` gives a composition exactly
half as probable as the original sample. -/
theorem one_doubled_one_omitted (n : ℕ) (a b : Fin n) (hab : a ≠ b) :
    2 * compositionProb n (fun i => if i = a then 2 else if i = b then 0 else 1)
      = compositionProb n (fun _ => 1) := by
  have hsum : ∑ i : Fin n, (if i = a then 2 else if i = b then 0 else 1) = n := by
    have h : ∑ i : Fin n, ((if i = a then 2 else if i = b then 0 else 1)
        + if i = b then 1 else 0) = ∑ i : Fin n, (1 + if i = a then 1 else 0) := by
      refine Finset.sum_congr rfl (fun i _ => ?_)
      by_cases ha : i = a
      · have hb : i ≠ b := fun hb => hab (ha.symm.trans hb)
        simp only [if_pos ha, if_neg hb]
      · simp only [if_neg ha]
        split_ifs <;> rfl
    simp only [Finset.sum_add_distrib, Finset.sum_ite_eq', Finset.mem_univ, if_true,
      Finset.sum_const, Finset.card_univ, Fintype.card_fin, smul_eq_mul, mul_one] at h
    omega
  have hfac : ∀ i : Fin n, (((if i = a then 2 else if i = b then 0 else 1 : ℕ)! : ℕ) : ℝ)
      = if i = a then 2 else 1 := by
    intro i
    split_ifs <;> simp
  rw [compositionProb_eq n _ hsum, compositionProb_eq n (fun _ => 1) (by simp),
    Finset.prod_congr rfl (fun i _ => hfac i), Finset.prod_ite_eq', if_pos (mem_univ a)]
  simp only [Nat.factorial_one, Nat.cast_one, Finset.prod_const_one, mul_one]
  rw [← mul_div_assoc, mul_comm (2 : ℝ), mul_div_mul_right _ _ (two_ne_zero)]

end BootstrapComposition
```

```lean
#print axioms BootstrapComposition.multiplicity_eq_one_iff
-- 'BootstrapComposition.multiplicity_eq_one_iff' depends on axioms: [propext, Classical.choice, Quot.sound]
#print axioms BootstrapComposition.original_unique_most_probable
-- 'BootstrapComposition.original_unique_most_probable' depends on axioms: [propext, Classical.choice, Quot.sound]
#print axioms BootstrapComposition.one_doubled_one_omitted
-- 'BootstrapComposition.one_doubled_one_omitted' depends on axioms: [propext, Classical.choice, Quot.sound]
```

Q: What if my blocks have different lengths and I draw the longer ones more often?

A: Then the ranking can change. Take two blocks drawn with probabilities $0.9$ and $0.1$. The original composition $(1,1)$ has probability $2\cdot0.9\cdot0.1=0.18$, while $(2,0)$ has $0.81$. Milder weights do less harm: with two blocks, the original still leads as long as neither probability reaches $2/3$.

Q: And if two blocks happen to have identical data?

A: The theorems compare labels, so those blocks remain distinct items. If you merge resamples that give the same data, you must add their weights, and the factor of two may be lost. With data $x,x,y$, the original collection has probability $12/27$ and $x,x,x$ has $8/27$.

Q: Then what still separates this from my error bar?

A: The step from the spread over resamples to the statistical error of the run. It requires, among other things, blocks long enough to be nearly uncorrelated, and no hypothesis here speaks about how the blocks were generated. Three blocks are also very few. For the plain mean of $n$ independent, identically distributed blocks, the variance over resamples is on average only $(n-1)/n$ of the true variance of the mean, which is two thirds for $n=3$, so the error bar tends to be too small even with the exact weights. For quantum Monte Carlo, the result supplies the weights of the resamples for a finite list of blocks drawn with equal probability; whether those blocks represent the simulated distribution has to be judged from the run itself.
